# The Fourier sum of a real, even response on a finite ring equals its cosine transform

On a ring of n sites, with n nonzero, let χ(r) be a real response function of the displacement r that is even, χ(−r) = χ(r). The lemma `sum_response` states that its sum against the plane wave exp(2πiqr/n) is the real number c(q) = ∑ χ(r) cos(2πqr/n), with no prefactor 1/n in either sum. Here χ is any real even function on the ring; it is not derived from a Hamiltonian. The attempt first shows that the sum equals its own complex conjugate, by reflecting r to −r, and then takes the real part term by term.

An attempt in Lean 4 with a fault in it:

```lean
import Mathlib

open Matrix ComplexConjugate

namespace SumResponse

noncomputable section

variable {n : ℕ} [NeZero n]

/-- The cosine transform `c(q) = ∑ r, χ(r) cos(2π q r / n)` of a response function on the ring. -/
def transform (χ : ZMod n → ℝ) (q : ZMod n) : ℝ :=
  ∑ r, χ r * Real.cos (2 * Real.pi * q.val * r.val / n)

/-- The plane wave `exp(2π i q x / n)` on the ring of `n` sites. -/
def planeWave (q x : ZMod n) : ℂ :=
  Complex.exp (((2 * Real.pi * q.val * x.val / n : ℝ) : ℂ) * Complex.I)

/-- A plane wave is the standard additive character of the ring evaluated at `q x`. -/
lemma planeWave_eq (q x : ZMod n) : planeWave q x = ZMod.stdAddChar (q * x) := by
  have h := ZMod.stdAddChar_coe (N := n) ((q.val * x.val : ℕ) : ℤ)
  have e : (((q.val * x.val : ℕ) : ℤ) : ZMod n) = q * x := by
    push_cast
    simp
  rw [e] at h
  rw [h, planeWave]
  congr 1
  push_cast
  ring

/-- Translating a plane wave multiplies it by a phase. -/
lemma planeWave_add (q x y : ZMod n) :
    planeWave q (x + y) = planeWave q x * planeWave q y := by
  simp only [planeWave_eq, mul_add, AddChar.map_add_eq_mul]

/-- Reflecting the position conjugates a plane wave. -/
lemma planeWave_neg (q x : ZMod n) : planeWave q (-x) = conj (planeWave q x) := by
  have h1 : planeWave q (-x) * planeWave q x = 1 := by
    rw [← planeWave_add, neg_add_cancel, planeWave_eq, mul_zero, AddChar.map_zero_eq_one]
  have h2 : planeWave q x * conj (planeWave q x) = 1 := by
    rw [Complex.mul_conj, Complex.normSq_eq_norm_sq, planeWave, Complex.norm_exp_ofReal_mul_I]
    norm_num
  linear_combination conj (planeWave q x) * h1 - planeWave q (-x) * h2

/-- For an even response, the sum of `χ` against a plane wave is the real number `c(q)`. -/
lemma sum_response (χ : ZMod n → ℝ) (hχ : ∀ r, χ (-r) = χ r) (q : ZMod n) :
    ∑ r, (χ r : ℂ) * planeWave q r = (transform χ q : ℂ) := by
  have hc : conj (∑ r, (χ r : ℂ) * planeWave q r) = ∑ r, (χ r : ℂ) * planeWave q r := by
    rw [← Equiv.sum_comp (Equiv.neg (ZMod n)) (fun r => (χ r : ℂ) * planeWave q r), map_sum]
    refine Finset.sum_congr rfl fun r _ => ?_
    simp only [Equiv.neg_apply, hχ, planeWave_neg, map_mul, Complex.conj_ofReal,
      Complex.conj_conj]
  rw [← Complex.conj_eq_iff_re.mp hc]
  congr 1
  simp only [Complex.re_sum, Complex.re_ofReal_mul, planeWave, Complex.exp_ofReal_mul_I_re,
    transform]

end

end SumResponse
```

Lean reports:

```
Main.lean:48:86: error: unsolved goals
n : ℕ
inst✝ : NeZero n
χ : ZMod n → ℝ
hχ : ∀ (r : ZMod n), χ (-r) = χ r
q r : ZMod n
x✝ : r ∈ Finset.univ
⊢ ↑(χ r) * planeWave q r = ↑(χ r) * (starRingEnd ℂ) (planeWave q r)
```

As a diff, the version that Lean accepts:

```diff
@@ -47,8 +47,8 @@
     ∑ r, (χ r : ℂ) * planeWave q r = (transform χ q : ℂ) := by
   have hc : conj (∑ r, (χ r : ℂ) * planeWave q r) = ∑ r, (χ r : ℂ) * planeWave q r := by
-    rw [← Equiv.sum_comp (Equiv.neg (ZMod n)) (fun r => (χ r : ℂ) * planeWave q r), map_sum]
-    refine Finset.sum_congr rfl fun r _ => ?_
-    simp only [Equiv.neg_apply, hχ, planeWave_neg, map_mul, Complex.conj_ofReal,
-      Complex.conj_conj]
+    rw [map_sum]
+    refine (Finset.sum_congr rfl fun r _ => ?_).trans
+      (Equiv.sum_comp (Equiv.neg (ZMod n)) (fun r => (χ r : ℂ) * planeWave q r))
+    simp only [Equiv.neg_apply, hχ, planeWave_neg, map_mul, Complex.conj_ofReal]
   rw [← Complex.conj_eq_iff_re.mp hc]
   congr 1
```

Cause. The error is in `hc`, the claim that the sum equals its conjugate. The same sum stands on both sides of that equation, and `rw [← Equiv.sum_comp ...]` rewrites every instance of it, so both sides were reflected. On the left, the conjugation from the reflection cancels the one already there, leaving `planeWave q r`; on the right, the reflection brings in a conjugate that nothing cancels. The remaining goal asks that χ(r) times the plane wave equal χ(r) times its conjugate for each single r, which is false in general.

The repair reflects only one side. `map_sum` first moves the conjugation inside the left-hand sum. `Finset.sum_congr` then matches this sum term by term with the reflected sum, and `.trans` joins that to `Equiv.sum_comp`, which equates the reflected sum with the original. In each term both sides now reduce to χ(r) times the conjugate wave, so `simp only` closes the goal. No double conjugate arises any more, so dropping `Complex.conj_conj` is mere tidying.
